# Sharing one active electron between two grid points without changing the density mismatch

A target density of one electron at each of three grid points of unit weight is to be matched by a frozen density (2, 0, 0) plus an active density (0, t, 1 − t), with t between 0 and 1. The theorem says that every such active density is admissible, meaning that it is nonnegative and brings the total to the target's three electrons. It also says that the summed absolute error of the total density is always twice the amount by which the frozen density alone overshoots the target, so it is 2 for every t. The proof first checks admissibility, then applies an earlier lemma for active densities that nowhere exceed the room left below the target by the frozen density.

The first attempt, which Lean rejects:

```lean
import Mathlib

open Finset

namespace FrozenDensityEmbedding

noncomputable section

variable {ι : Type*} [Fintype ι] {w rho b a : ι → ℝ}

/-- The number of electrons in the density `n` on a grid with quadrature weights `w`. -/
def electrons (w n : ι → ℝ) : ℝ := ∑ i, w i * n i

/-- The integrated absolute error of the total density `a + b` against the target `rho`. -/
def mismatch (w rho b a : ι → ℝ) : ℝ := ∑ i, w i * |a i + b i - rho i|

/-- The integrated amount by which the density `n` overshoots the target `rho`. -/
def excess (w rho n : ι → ℝ) : ℝ := ∑ i, w i * max (n i - rho i) 0

/-- The density that can be added to `b` at each grid point before the target is exceeded,
zero where `b` is already above the target. -/
def room (rho b : ι → ℝ) (i : ι) : ℝ := max (rho i - b i) 0

/-- An active density is admissible if it is nonnegative and, together with the frozen
density `b`, holds as many electrons as the target `rho`. -/
structure Admissible (w rho b a : ι → ℝ) : Prop where
  nonneg : ∀ i, 0 ≤ a i
  count : electrons w a + electrons w b = electrons w rho

/-- When the electron count is right, the mismatch is twice the overshoot of the total
density. -/
theorem mismatch_eq_two_mul_excess
    (h : electrons w a + electrons w b = electrons w rho) :
    mismatch w rho b a = 2 * excess w rho (fun i => a i + b i) := by
  -- pointwise, |x| = 2 max(x, 0) - x
  have key : ∀ i, w i * |a i + b i - rho i| =
      2 * (w i * max (a i + b i - rho i) 0) - (w i * a i + w i * b i - w i * rho i) := by
    intro i
    rcases le_total 0 (a i + b i - rho i) with hx | hx
    · rw [abs_of_nonneg hx, max_eq_left hx]; ring
    · rw [abs_of_nonpos hx, max_eq_right hx]; ring
  unfold electrons at h
  simp only [mismatch, excess]
  rw [Finset.sum_congr rfl (fun i _ => key i), Finset.sum_sub_distrib,
    Finset.sum_sub_distrib, Finset.sum_add_distrib, ← Finset.mul_sum]
  linarith

/-- At one grid point, adding a nonnegative density `x` to `y` leaves the overshoot above
`r` unchanged exactly when `x` fits into the room left below `r`. -/
theorem overshoot_unchanged_iff {x y r : ℝ} (hx : 0 ≤ x) :
    max (y - r) 0 = max (x + y - r) 0 ↔ x ≤ max (r - y) 0 := by
  rcases le_total r y with h | h
  · rw [max_eq_left (show 0 ≤ y - r by linarith),
      max_eq_left (show 0 ≤ x + y - r by linarith),
      max_eq_right (show r - y ≤ 0 by linarith)]
    constructor <;> intro h' <;> linarith
  · rw [max_eq_right (show y - r ≤ 0 by linarith),
      max_eq_left (show 0 ≤ r - y by linarith), eq_comm, max_eq_right_iff]
    constructor <;> intro h' <;> linarith

/-- An admissible active density that stays within the room left by the frozen density has
a mismatch of exactly twice the frozen excess. -/
theorem mismatch_of_le_room (h : Admissible w rho b a) (hr : ∀ i, a i ≤ room rho b i) :
    mismatch w rho b a = 2 * excess w rho b := by
  rw [mismatch_eq_two_mul_excess h.count]
  have he : excess w rho b = excess w rho (fun i => a i + b i) :=
    Finset.sum_congr rfl fun i _ =>
      congrArg (fun z => w i * z) ((overshoot_unchanged_iff (h.nonneg i)).2 (hr i))
  rw [he]

/-- On three points of unit weight with target `(1, 1, 1)` and frozen density `(2, 0, 0)`, each
active density `(0, t, 1 - t)` with `t` between 0 and 1 is admissible and has a mismatch of twice
the frozen excess. -/
theorem three_point_family (t : ℝ) (h0 : 0 ≤ t) (h1 : t ≤ 1) :
    Admissible (fun _ => 1) ![1, 1, 1] ![2, 0, 0] ![0, t, 1 - t] ∧
    mismatch (fun _ => 1) ![1, 1, 1] ![2, 0, 0] ![0, t, 1 - t] =
      2 * excess (fun _ => 1) ![1, 1, 1] ![2, 0, 0] := by
  have ha : Admissible (fun _ => 1) ![1, 1, 1] ![2, 0, 0] ![0, t, 1 - t] := by
    constructor
    · intro i
      fin_cases i
      · exact le_refl (0 : ℝ)
      · exact h0
      · exact sub_nonneg.2 h1
    · norm_num [electrons, Fin.sum_univ_three]
  refine ⟨ha, mismatch_of_le_room ha fun i => ?_⟩
  fin_cases i
  · exact le_max_right ((1 : ℝ) - 2) 0
  · exact le_trans (show t ≤ (1 : ℝ) - 0 by linarith) (le_max_left _ _)
  · exact le_trans (show 1 - t ≤ (1 : ℝ) - 0 by linarith) (le_max_left _ _)

end

end FrozenDensityEmbedding
```

Compiling this gives:

```
Main.lean:85:4: error: unsolved goals
case count
t : ℝ
h0 : 0 ≤ t
h1 : t ≤ 1
⊢ t + ![0, t, 1 - t] 2 + (2 + ![2, 0, 0] 2) = 2 + ![1, 1, 1] 2
```

After these edits no error is left:

```diff
@@ -83,5 +83,8 @@
       · exact h0
       · exact sub_nonneg.2 h1
-    · norm_num [electrons, Fin.sum_univ_three]
+    · simp only [electrons, Fin.sum_univ_three]
+      show (1 : ℝ) * 0 + 1 * t + 1 * (1 - t) + (1 * 2 + 1 * 0 + 1 * 0) =
+        1 * 1 + 1 * 1 + 1 * 1
+      ring
   refine ⟨ha, mismatch_of_le_room ha fun i => ?_⟩
   fin_cases i
```

What went wrong. The error is in the electron count, the second part of admissibility. `norm_num` unfolded `electrons`, expanded the sums over three points and evaluated the vector entries at indices 0 and 1, but left those at index 2 as lookups, such as `![0, t, 1 - t] 2`. The remaining goal is true, but with the `1 - t` still inside a lookup, the `t` outside it could not cancel.

The repair uses `simp only` just to unfold `electrons` and expand the sums. `show` then restates the goal with every weight and entry written out. Lean accepts this because looking up an entry of an explicit vector gives that entry by definition, as applying the constant weight function gives 1. What is left is an identity in `t` with no lookups in it, and `ring` proves it, both sides being equal to 3.
